# The pseudo-inverse weighted by two positive definite overlap metrics exists and is unique

**Question**

Doubling one basis function changes the physical answer I get from a pseudo-inverse. I want a function c₁φ₁ + c₂φ₂, with φ₁ and φ₂ orthonormal, that satisfies c₁ + c₂ = 1. The ordinary pseudo-inverse of the row A = (1 1) gives c = (1/2, 1/2). If I replace φ₂ by 2φ₂, the row becomes (1 2) and the pseudo-inverse gives (1/5, 2/5), which is (1/5, 4/5) in the old coefficients: a different function. Can the overlaps be built in so that this stops, and is the result still unique when A is rectangular or rank-deficient?

**Answer**

Yes, if both overlap matrices are positive definite, as they are for linearly independent basis functions. Let the m×n matrix A map source coefficients to target coefficients, and let M and N be the target and source overlap matrices. Exactly one n×m matrix X satisfies

AXA = A
XAX = X
(MAX)ᴴ = MAX
(NXA)ᴴ = NXA

In your example the doubled basis has N = diag(1, 4). The weighted pseudo-inverse is then (1/2, 1/4), which is (1/2, 1/2) in the old coefficients.

This is useful in electronic structure when a linear equation between finite nonorthogonal bases may be singular and its least-squares solution of smallest norm is wanted, with both norms taken from the overlaps.

## Constructing X

First, YᴴMY = 0 forces Y = 0: for every v, (Yv)ᴴM(Yv) = 0, so Yv = 0.

Next, let C = AᴴMA, the Gram matrix of the columns of A. Choose linearly, for each y in the range of C, a preimage under C, and extend this map to a matrix G₀ on the whole space. Then CG₀C = C, and the adjoint gives CG₀ᴴC = C. The matrix K = G₀CG₀ᴴ is Hermitian, and

CKC = (CG₀C)G₀ᴴC = CG₀ᴴC = C.

Put Z = KC − 1. Then CZ = 0, so (AZ)ᴴM(AZ) = ZᴴCZ = 0. Hence AZ = 0, that is, AKC = A. With G = KAᴴM,

AGA = AKC = A
MAG = MAKAᴴM, which is Hermitian.

The same argument for Aᴴ with metric N⁻¹ gives a Hermitian K′ with AᴴK′AN⁻¹Aᴴ = Aᴴ. Take the adjoint and set L = N⁻¹AᴴK′:

ALA = A
NLA = AᴴK′A, which is Hermitian.

Now let X = LAG. Then AX = ALAG = AG and XA = LAGA = LA, so both metric conditions hold. Also AXA = AGA = A, and XAX = LALAG = LAG = X.

## Why there is only one

Suppose PQ = Q, QP = P, and WP and WQ are Hermitian for a positive definite W. Then

WP = PᴴW = (QP)ᴴW = PᴴQᴴW = PᴴWQ = WPQ = WQ,

so P = Q, because W is invertible.

If X and Y both satisfy the four conditions, take P = AX, Q = AY and W = M. The products are AXAY = AY and AYAX = AX, so AX = AY. On the source side take P = 1 − XA, Q = 1 − YA and W = N. Since XAYA = XA,

(1 − XA)(1 − YA) = 1 − XA − YA + XA = 1 − YA,

and likewise with X and Y exchanged. Hence XA = YA, and X = XAX = XAY = YAY = Y.

## Reading the Lean statement

`existsUnique_weightedPinv` says this with `∃!`. The finite types `m` and `n` label the target and source basis functions, and either may be empty. `M.PosDef` includes Hermiticity. The structure `IsWeightedPinv M N A X` holds the four conditions as `inner`, `outer`, `target` and `source`. No rank is assumed for A.

Two conventions differ from common use. The overlaps are M and N, while `S` is a basis change in `weightedPinv_basis_change` and a general Hermitian matrix in `exists_hermitian_inner_inverse`. And A acts on coefficients: if F holds the matrix elements ⟨χᵢ|Âφⱼ⟩ of an operator Â between target functions χᵢ and source functions φⱼ, then A = M⁻¹F, which represents Â followed by orthogonal projection onto the span of the target functions.

The theorem concerns exact matrices. For rounded ones, the numerical rank is a separate choice, often made with a threshold on the singular values.

```lean
import Mathlib

open Matrix
open scoped ComplexOrder

namespace WeightedPseudoInverse

variable {m n : Type*} [Fintype m] [Fintype n]

/-- The Penrose conditions for `X` as pseudo-inverse of `A`, with metric `M` on the target space
and metric `N` on the source space. -/
structure IsWeightedPinv (M : Matrix m m ℂ) (N : Matrix n n ℂ) (A : Matrix m n ℂ)
    (X : Matrix n m ℂ) : Prop where
  inner : A * X * A = A
  outer : X * A * X = X
  target : (M * (A * X)).IsHermitian
  source : (N * (X * A)).IsHermitian

variable [DecidableEq m] [DecidableEq n]

omit [DecidableEq m] in
/-- If all overlaps of the columns of `Y` in a positive definite metric vanish, then `Y` is
zero. -/
theorem eq_zero_of_gram_eq_zero {M : Matrix m m ℂ} (hM : M.PosDef) {Y : Matrix m n ℂ}
    (h : Yᴴ * M * Y = 0) : Y = 0 := by
  have hv : ∀ v : n → ℂ, Y *ᵥ v = 0 := by
    intro v
    by_contra hne
    have h' : Yᴴ * (M * Y) = 0 := by rw [← Matrix.mul_assoc]; exact h
    -- the squared metric norm of `Y v` is a quadratic form of the Gram matrix
    have hz : star (Y *ᵥ v) ⬝ᵥ (M *ᵥ (Y *ᵥ v)) = 0 := by
      rw [star_mulVec, ← Matrix.dotProduct_mulVec]
      simp only [mulVec_mulVec, h', zero_mulVec, dotProduct_zero]
    exact (hM.dotProduct_mulVec_pos hne).ne' hz
  ext i j
  simpa using congrFun (hv (Pi.single j 1)) i

/-- Every Hermitian matrix `S` has a Hermitian inner inverse `H`, meaning `S H S = S`. -/
theorem exists_hermitian_inner_inverse {S : Matrix n n ℂ} (hS : S.IsHermitian) :
    ∃ H : Matrix n n ℂ, H.IsHermitian ∧ S * H * S = S := by
  -- a linear section of the range, extended to the whole space
  obtain ⟨g, hg⟩ := (toLin' S).rangeRestrict.exists_rightInverse_of_surjective
    (LinearMap.range_rangeRestrict _)
  obtain ⟨h, hh⟩ := g.exists_extend
  obtain ⟨G, hG⟩ : ∃ G : Matrix n n ℂ, S * G * S = S := by
    refine ⟨LinearMap.toMatrix' h, toLin'.injective (LinearMap.ext fun x => ?_)⟩
    rw [toLin'_mul, toLin'_mul, toLin'_toMatrix']
    have h1 : h (toLin' S x) = g ((toLin' S).rangeRestrict x) :=
      LinearMap.congr_fun hh ((toLin' S).rangeRestrict x)
    change toLin' S (h (toLin' S x)) = toLin' S x
    rw [h1]
    exact congrArg Subtype.val (LinearMap.congr_fun hg ((toLin' S).rangeRestrict x))
  have hG' : S * Gᴴ * S = S := by
    simpa only [conjTranspose_mul, hS.eq, Matrix.mul_assoc] using congrArg conjTranspose hG
  -- symmetrise the inner inverse
  refine ⟨G * S * Gᴴ, ?_, ?_⟩
  · rw [Matrix.IsHermitian]
    simp only [conjTranspose_mul, conjTranspose_conjTranspose, hS.eq, Matrix.mul_assoc]
  · calc S * (G * S * Gᴴ) * S = (S * G * S) * Gᴴ * S := by simp only [Matrix.mul_assoc]
      _ = S := by rw [hG, hG']

/-- For a positive definite metric `M` and any `A` there is a Hermitian `K` with
`A K (Aᴴ M A) = A`, where `Aᴴ M A` is the Gram matrix of the columns of `A`. -/
theorem exists_gram_inverse {M : Matrix m m ℂ} (hM : M.PosDef) (A : Matrix m n ℂ) :
    ∃ K : Matrix n n ℂ, K.IsHermitian ∧ A * K * (Aᴴ * M * A) = A := by
  obtain ⟨K, hK, hS⟩ := exists_hermitian_inner_inverse
    (isHermitian_conjTranspose_mul_mul A hM.isHermitian)
  refine ⟨K, hK, ?_⟩
  have hz : Aᴴ * M * A * (K * (Aᴴ * M * A) - 1) = 0 := by
    rw [Matrix.mul_sub, Matrix.mul_one, ← Matrix.mul_assoc, hS, sub_self]
  have h0 : A * (K * (Aᴴ * M * A) - 1) = 0 := by
    apply eq_zero_of_gram_eq_zero hM
    generalize K * (Aᴴ * M * A) - 1 = Z at hz ⊢
    calc (A * Z)ᴴ * M * (A * Z) = Zᴴ * (Aᴴ * M * A * Z) := by
          simp only [conjTranspose_mul, Matrix.mul_assoc]
      _ = 0 := by rw [hz, Matrix.mul_zero]
  rw [Matrix.mul_sub, Matrix.mul_one, ← Matrix.mul_assoc] at h0
  exact sub_eq_zero.mp h0

/-- Two projectors with the same range that are both orthogonal in a positive definite metric
`W` are equal. -/
theorem projector_unique {W P Q : Matrix n n ℂ} (hW : W.PosDef) (hPQ : P * Q = Q)
    (hQP : Q * P = P) (hP : (W * P).IsHermitian) (hQ : (W * Q).IsHermitian) : P = Q := by
  have hP' : Pᴴ * W = W * P := by
    simpa only [conjTranspose_mul, hW.isHermitian.eq] using hP.eq
  have hQ' : Qᴴ * W = W * Q := by
    simpa only [conjTranspose_mul, hW.isHermitian.eq] using hQ.eq
  have h : W * P = W * Q := by
    calc W * P = (Q * P)ᴴ * W := by rw [hQP, hP']
      _ = Pᴴ * W * Q := by rw [conjTranspose_mul, Matrix.mul_assoc, hQ', Matrix.mul_assoc]
      _ = W * Q := by rw [hP', Matrix.mul_assoc, hPQ]
  exact (isUnit_iff_isUnit_det W).mpr (isUnit_iff_ne_zero.mpr hW.det_pos.ne')
    |>.mul_left_cancel h

/-- For positive definite metrics, two weighted pseudo-inverses of the same matrix coincide. -/
theorem weightedPinv_unique {M : Matrix m m ℂ} {N : Matrix n n ℂ} (hM : M.PosDef)
    (hN : N.PosDef) {A : Matrix m n ℂ} {X Y : Matrix n m ℂ} (hX : IsWeightedPinv M N A X)
    (hY : IsWeightedPinv M N A Y) : X = Y := by
  have h1 : A * X = A * Y := projector_unique hM
    (by rw [← Matrix.mul_assoc, hX.inner]) (by rw [← Matrix.mul_assoc, hY.inner])
    hX.target hY.target
  -- on the source side the complementary projectors share their range, the kernel of `A`
  have aux : ∀ {U V : Matrix n m ℂ}, A * V * A = A →
      (1 - U * A) * (1 - V * A) = 1 - V * A := by
    intro U V hV
    have e : U * A * (V * A) = U * A := by
      rw [Matrix.mul_assoc, ← Matrix.mul_assoc A, hV]
    rw [sub_mul, one_mul, mul_sub, mul_one, e, sub_self, sub_zero]
  have h2 : X * A = Y * A := sub_right_inj.mp (projector_unique hN (aux hY.inner)
    (aux hX.inner) (by rw [mul_sub, mul_one]; exact hN.isHermitian.sub hX.source)
    (by rw [mul_sub, mul_one]; exact hN.isHermitian.sub hY.source))
  rw [← hX.outer, Matrix.mul_assoc, h1, ← Matrix.mul_assoc, h2, hY.outer]

/-- For positive definite metrics `M` and `N`, every complex rectangular matrix `A` has exactly
one metric-weighted pseudo-inverse. -/
theorem existsUnique_weightedPinv {M : Matrix m m ℂ} {N : Matrix n n ℂ} (hM : M.PosDef)
    (hN : N.PosDef) (A : Matrix m n ℂ) : ∃! X : Matrix n m ℂ, IsWeightedPinv M N A X := by
  -- an inner inverse adapted to the target metric
  obtain ⟨G, hG, hGM⟩ : ∃ G : Matrix n m ℂ, A * G * A = A ∧ (M * (A * G)).IsHermitian := by
    obtain ⟨K, hK, hA⟩ := exists_gram_inverse hM A
    refine ⟨K * Aᴴ * M, by simpa only [Matrix.mul_assoc] using hA, ?_⟩
    rw [Matrix.IsHermitian]
    simp only [conjTranspose_mul, conjTranspose_conjTranspose, hK.eq, hM.isHermitian.eq,
      Matrix.mul_assoc]
  -- an inner inverse adapted to the source metric
  obtain ⟨L, hL, hLN⟩ : ∃ L : Matrix n m ℂ, A * L * A = A ∧ (N * (L * A)).IsHermitian := by
    obtain ⟨K, hK, hA⟩ := exists_gram_inverse hN.inv Aᴴ
    refine ⟨N⁻¹ * Aᴴ * K, ?_, ?_⟩
    · simpa only [conjTranspose_mul, conjTranspose_conjTranspose, hK.eq,
        hN.inv.isHermitian.eq, Matrix.mul_assoc] using congrArg conjTranspose hA
    · have e : N * (N⁻¹ * Aᴴ * K * A) = Aᴴ * K * A := by
        simp only [← Matrix.mul_assoc, Matrix.one_mul,
          mul_nonsing_inv _ (isUnit_iff_ne_zero.mpr hN.det_pos.ne')]
      rw [e]
      exact isHermitian_conjTranspose_mul_mul A hK
  have e1 : A * (L * A * G) = A * G := by rw [← Matrix.mul_assoc, ← Matrix.mul_assoc, hL]
  have e2 : L * A * G * A = L * A := by
    rw [Matrix.mul_assoc L A G, Matrix.mul_assoc L (A * G) A, hG]
  have hX : IsWeightedPinv M N A (L * A * G) :=
    ⟨by rw [e1, hG], by rw [e2, Matrix.mul_assoc L A (L * A * G), e1, ← Matrix.mul_assoc],
      by rw [e1]; exact hGM, by rw [e2]; exact hLN⟩
  exact ⟨_, hX, fun Y hY => weightedPinv_unique hM hN hY hX⟩

/-- Let `X` be a weighted pseudo-inverse of `A`. Under invertible basis changes `S` of the target
and `T` of the source, with the metrics transformed by congruence, `T⁻¹ X S` is a weighted
pseudo-inverse of `S⁻¹ A T`. -/
theorem weightedPinv_basis_change {M S : Matrix m m ℂ} {N T : Matrix n n ℂ}
    {A : Matrix m n ℂ} {X : Matrix n m ℂ} (hS : IsUnit S.det) (hT : IsUnit T.det)
    (hX : IsWeightedPinv M N A X) :
    IsWeightedPinv (Sᴴ * M * S) (Tᴴ * N * T) (S⁻¹ * A * T) (T⁻¹ * X * S) := by
  have cS := fun B : Matrix m n ℂ => mul_nonsing_inv_cancel_left S B hS
  have cS' := fun B : Matrix m m ℂ => mul_nonsing_inv_cancel_left S B hS
  have cT := fun B : Matrix n m ℂ => mul_nonsing_inv_cancel_left T B hT
  have cT' := fun B : Matrix n n ℂ => mul_nonsing_inv_cancel_left T B hT
  refine ⟨?_, ?_, ?_, ?_⟩
  · trans S⁻¹ * (A * X * A) * T
    · simp only [Matrix.mul_assoc, cS, cT']
    · rw [hX.inner]
  · trans T⁻¹ * (X * A * X) * S
    · simp only [Matrix.mul_assoc, cS', cT]
    · rw [hX.outer]
  · convert isHermitian_conjTranspose_mul_mul S hX.target using 1
    simp only [Matrix.mul_assoc, cS', cT]
  · convert isHermitian_conjTranspose_mul_mul T hX.source using 1
    simp only [Matrix.mul_assoc, cS, cT']

/-- With the indefinite target metric `diag(1, -1)`, the column `(1, 1)` has no weighted
pseudo-inverse, whatever the source metric. -/
theorem indefinite_metric_fails (N : Matrix (Fin 1) (Fin 1) ℂ) :
    ¬ ∃ X, IsWeightedPinv !![1, 0; 0, -1] N !![1; 1] X := by
  rintro ⟨X, hX⟩
  have h1 := congrArg Complex.re (congrFun (congrFun hX.inner 0) 0)
  have h2 := congrArg Complex.re (hX.target.apply 0 1)
  simp [Matrix.mul_apply, Fin.sum_univ_succ] at h1 h2
  linarith

end WeightedPseudoInverse
```

```lean
#print axioms WeightedPseudoInverse.existsUnique_weightedPinv
-- 'WeightedPseudoInverse.existsUnique_weightedPinv' depends on axioms: [propext, Classical.choice, Quot.sound]
#print axioms WeightedPseudoInverse.weightedPinv_basis_change
-- 'WeightedPseudoInverse.weightedPinv_basis_change' depends on axioms: [propext, Classical.choice, Quot.sound]
#print axioms WeightedPseudoInverse.indefinite_metric_fails
-- 'WeightedPseudoInverse.indefinite_metric_fails' depends on axioms: [propext, Classical.choice, Quot.sound]
```

## What each lemma contributes

`eq_zero_of_gram_eq_zero` is the first step above, applied to unit vectors to recover the entries of Y. `exists_hermitian_inner_inverse` gets the preimage map from `exists_rightInverse_of_surjective`, extends it with `exists_extend`, and then symmetrises. `exists_gram_inverse` proves AKC = A. The main theorem uses it twice, for G and for L, and assembles LAG.

`projector_unique` is the chain from WP to WQ, and `weightedPinv_unique` applies it on both sides; its `aux` is the product of complementary projectors.

`weightedPinv_basis_change`, together with uniqueness, answers your doubling puzzle. For invertible S and T, the new matrices are

M′ = SᴴMS, N′ = TᴴNT, A′ = S⁻¹AT, X′ = T⁻¹XS.

Cancelling inverses gives A′X′A′ = S⁻¹(AXA)T = A′ and X′A′X′ = T⁻¹(XAX)S = X′. The metric conditions become M′A′X′ = Sᴴ(MAX)S and N′X′A′ = Tᴴ(NXA)T, both Hermitian.

`indefinite_metric_fails` shows that a Hermitian, invertible M is not enough. For M = diag(1, −1), A = (1, 1)ᵀ and X = (x y), the first condition gives x + y = 1, while the target condition gives y = −x̄. The real parts then sum to both 1 and 0, which `linarith` rejects.

## In an actual calculation

Factor the overlaps by Cholesky as M = RᴴR and N = QᴴQ, with R and Q now upper triangular. Form B = RAQ⁻¹, which is A in orthonormalised bases, and compute its singular value decomposition. Invert the singular values above a threshold and set the rest to zero to get B⁺, then transform back:

X = Q⁻¹B⁺R.

If the threshold discards exactly the singular values that are zero in exact arithmetic, this X is, up to rounding, the weighted pseudo-inverse. For target coefficients b, the exact weighted pseudo-inverse gives a vector Xb that minimises the norm of the residual AXb − b measured with M and, among all minimisers, has the smallest norm measured with N. Discarding a nonzero singular value gives up this minimum property in general.
